# Integrating Out a Block of a Real Gaussian Density with Positive Definite Exponent Matrix

To find the density of one group of particles that is correlated with another, one integrates the joint density over the second group. For a Gaussian with a real symmetric exponent matrix, this integral converges when the block $D$ that belongs to the coordinates integrated out is positive definite, and the reduction here assumes no more than that. Positivity of the whole exponent matrix enters later, when the total norm is needed.

Let $x$ be the kept coordinates and $y$ the coordinates integrated out. The central result is

$$\int e^{-x^TAx-2x^TBy-y^TDy}\,dy=\frac{\pi^{|m|/2}}{\sqrt{\det D}}\;e^{-x^T(A-BD^{-1}B^T)x},$$

where $A$, $B$, $D$ are real matrices and $|m|$ is the number of components of $y$. Coupled harmonic oscillators, treated as distinguishable particles in a positive definite quadratic potential, have a ground-state density of this Gaussian form. In few-body and electronic-structure calculations with explicitly correlated Gaussians, the formula applies to a single real Gaussian centred at the origin. Trial functions in such calculations are generally linear combinations of Gaussians with the required exchange symmetry, and may also use shifted centres or polynomial prefactors; they are not treated here.

## Two groups of coordinates and one exponent

In Lean, `n` and `m` are finite index types, not numbers; their sizes are $|n|$ and $|m|$. An index can label a particle together with a Cartesian component, so $x$ is a function `n → ℝ` and $y$ a function `m → ℝ`. Integrals use Lebesgue measure.

```lean
import Mathlib

open Matrix MeasureTheory

namespace CorrelatedGaussian

noncomputable section

variable {n m : Type*} [Fintype n] [Fintype m] [DecidableEq m]
```

The joint quadratic form is

$$q(x,y)=x^TAx+2x^TBy+y^TDy.$$

In the code, `⬝ᵥ` is the dot product and `*ᵥ` applies a matrix to a vector.

```lean
/-- The joint quadratic form `xᵀAx + 2 xᵀBy + yᵀDy` of two groups of coordinates. -/
def quadForm (A : Matrix n n ℝ) (B : Matrix n m ℝ) (D : Matrix m m ℝ)
    (x : n → ℝ) (y : m → ℝ) : ℝ :=
  x ⬝ᵥ A *ᵥ x + 2 * (x ⬝ᵥ B *ᵥ y) + y ⬝ᵥ D *ᵥ y
```

The wavefunction is real and unnormalised, $\psi=e^{-q/2}$, so that $\psi^2=e^{-q}$. The matrices therefore describe the exponent of the density. If a text writes $\psi=e^{-r^T\mathcal A r}$ with $r=(x,y)$ and symmetric $\mathcal A$, the full matrix used here is $2\mathcal A$. The letter $D$ denotes an exponent block, not a density matrix.

```lean
/-- The unnormalised correlated Gaussian wavefunction, whose square is `exp (-quadForm)`. -/
def wavefunction (A : Matrix n n ℝ) (B : Matrix n m ℝ) (D : Matrix m m ℝ)
    (x : n → ℝ) (y : m → ℝ) : ℝ :=
  Real.exp (-(quadForm A B D x y / 2))
```

The exponent matrix left for $x$ is the Schur complement

$$R=A-BD^{-1}B^T.$$

```lean
/-- The matrix `A - B D⁻¹ Bᵀ`. For positive definite `D`, it is the exponent matrix left for `x`
once `y` is integrated out. -/
def reducedExponent (A : Matrix n n ℝ) (B : Matrix n m ℝ) (D : Matrix m m ℝ) :
    Matrix n n ℝ :=
  A - B * D⁻¹ * Bᵀ
```

## The Gaussian integral in several dimensions

Positive definiteness, `PosDef`, includes symmetry for real matrices. The spectral theorem gives $D=U\Lambda U^T$ with $U$ orthogonal and $\Lambda$ diagonal with positive entries. Setting $S=\Lambda^{1/2}U^T$ gives $S^TS=U\Lambda U^T=D$. The step `hd` squares the diagonal matrix of roots, using positivity of the eigenvalues.

```lean
/-- A real positive definite matrix factors as `SᵀS`. -/
theorem exists_factor {D : Matrix m m ℝ} (hD : D.PosDef) :
    ∃ S : Matrix m m ℝ, D = Sᵀ * S := by
  let U : Matrix m m ℝ := hD.isHermitian.eigenvectorUnitary
  let l : m → ℝ := hD.isHermitian.eigenvalues
  have h' : D = U * diagonal l * Uᵀ := by
    have h := hD.isHermitian.spectral_theorem
    rw [Unitary.conjStarAlgAut_apply] at h
    exact h
  have hd : diagonal (fun i => √(l i)) * diagonal (fun i => √(l i)) = diagonal l := by
    rw [diagonal_mul_diagonal]
    congr 1
    funext i
    exact Real.mul_self_sqrt (hD.eigenvalues_pos i).le
  refine ⟨diagonal (fun i => √(l i)) * Uᵀ, ?_⟩
  calc D = U * diagonal l * Uᵀ := h'
    _ = U * (diagonal (fun i => √(l i)) * diagonal (fun i => √(l i))) * Uᵀ := by rw [hd]
    _ = _ := by
      rw [transpose_mul, transpose_transpose, diagonal_transpose]
      simp only [Matrix.mul_assoc]
```

Now $y^TDy=|Sy|^2$ and $\det D=(\det S)^2>0$. With $z=Sy$, $dz=|\det S|\,dy$, so

$$\int e^{-y^TDy}\,dy=\frac1{|\det S|}\prod_{i}\int_{-\infty}^{\infty}e^{-z_i^2}\,dz_i=\frac{\pi^{|m|/2}}{\sqrt{\det D}}.$$

In the proof, `hstd` evaluates the product of one-dimensional integrals, and `hmap` carries out the change of variables.

```lean
/-- The Gaussian integral in any dimension, for a positive definite exponent matrix. -/
theorem gaussian_integral {D : Matrix m m ℝ} (hD : D.PosDef) :
    ∫ y : m → ℝ, Real.exp (-(y ⬝ᵥ D *ᵥ y)) =
      Real.pi ^ ((Fintype.card m : ℝ) / 2) / √(D.det) := by
  obtain ⟨S, hS⟩ := exists_factor hD
  have hdet : D.det = S.det ^ 2 := by rw [hS, det_mul, det_transpose, sq]
  have hS0 : S.det ≠ 0 := by
    intro h
    have h1 := hD.det_pos
    rw [hdet, h] at h1
    norm_num at h1
  have hq : ∀ y : m → ℝ, y ⬝ᵥ D *ᵥ y = (S *ᵥ y) ⬝ᵥ (S *ᵥ y) := by
    intro y
    rw [hS, ← mulVec_mulVec, Matrix.dotProduct_mulVec y Sᵀ, vecMul_transpose]
  -- the isotropic integral is a product of one-dimensional ones
  have hstd : ∫ z : m → ℝ, Real.exp (-(z ⬝ᵥ z)) =
      Real.pi ^ ((Fintype.card m : ℝ) / 2) := by
    have h1 : ∀ z : m → ℝ, Real.exp (-(z ⬝ᵥ z)) = ∏ i, Real.exp (-1 * (z i) ^ 2) := by
      intro z
      rw [← Real.exp_sum]
      congr 1
      simp only [dotProduct]
      rw [← Finset.sum_neg_distrib]
      exact Finset.sum_congr rfl fun i _ => by ring
    have h2 : ∫ z : m → ℝ, ∏ i, Real.exp (-1 * (z i) ^ 2) =
        ∏ _i : m, ∫ t : ℝ, Real.exp (-1 * t ^ 2) :=
      integral_fintype_prod_volume_eq_prod (fun (_ : m) (t : ℝ) => Real.exp (-1 * t ^ 2))
    simp_rw [h1]
    rw [h2, integral_gaussian, div_one, Finset.prod_const, Finset.card_univ,
      Real.sqrt_eq_rpow, ← Real.rpow_natCast, ← Real.rpow_mul Real.pi_pos.le]
    congr 1
    ring
  -- change of variables `z = S y`
  have hcont : Continuous (fun z : m → ℝ => Real.exp (-(z ⬝ᵥ z))) := by
    simp only [dotProduct]
    fun_prop
  have hmeas : Measurable (toLin' S) :=
    (LinearMap.continuous_of_finiteDimensional (toLin' S)).measurable
  have hmap := integral_map (μ := (volume : Measure (m → ℝ))) hmeas.aemeasurable
    hcont.aestronglyMeasurable
  rw [Real.map_matrix_volume_pi_eq_smul_volume_pi hS0, integral_smul_measure, hstd,
    ENNReal.toReal_ofReal (abs_nonneg _)] at hmap
  simp only [toLin'_apply] at hmap
  simp_rw [hq]
  rw [← hmap, hdet, Real.sqrt_sq_eq_abs, abs_inv, smul_eq_mul]
  ring
```

## Adding a linear term

For a vector $b$, put $c=D^{-1}b$. Since $Dc=b$ and $D^T=D$,

$$(y+c)^TD(y+c)=y^TDy+2b^Ty+b^TD^{-1}b.$$

Moving the last term across completes the square. The facts `h1` and `h2` are $Dc=b$ and $c^TDy=b^Ty$.

```lean
/-- Completing the square in `y` for a positive definite `D` and a linear term `2 bᵀy`. -/
theorem complete_square {D : Matrix m m ℝ} (hD : D.PosDef) (b y : m → ℝ) :
    y ⬝ᵥ D *ᵥ y + 2 * (b ⬝ᵥ y) =
      (y + D⁻¹ *ᵥ b) ⬝ᵥ D *ᵥ (y + D⁻¹ *ᵥ b) - b ⬝ᵥ D⁻¹ *ᵥ b := by
  have h1 : D *ᵥ (D⁻¹ *ᵥ b) = b := by
    rw [mulVec_mulVec, mul_nonsing_inv _ (isUnit_iff_ne_zero.mpr hD.det_pos.ne'), one_mulVec]
  have hT : Dᵀ = D :=
    (conjTranspose_eq_transpose_of_trivial D).symm.trans hD.isHermitian.eq
  have h2 : (D⁻¹ *ᵥ b) ⬝ᵥ D *ᵥ y = b ⬝ᵥ y := by
    rw [Matrix.dotProduct_mulVec, ← mulVec_transpose, hT, h1]
  rw [mulVec_add, h1, add_dotProduct, dotProduct_add, dotProduct_add, h2,
    dotProduct_comm y b, dotProduct_comm (D⁻¹ *ᵥ b) b]
  ring
```

The constant $e^{b^TD^{-1}b}$ comes out of the integral, and the shift $y\to y-c$ leaves Lebesgue measure unchanged:

$$\int e^{-y^TDy-2b^Ty}\,dy=\frac{\pi^{|m|/2}}{\sqrt{\det D}}\,e^{b^TD^{-1}b}.$$

These steps are `hpt` and `hshift`.

```lean
/-- The integral of `exp (-(yᵀDy + 2 bᵀy))` over `y`, for positive definite `D`. -/
theorem gaussian_integral_linear {D : Matrix m m ℝ} (hD : D.PosDef) (b : m → ℝ) :
    ∫ y : m → ℝ, Real.exp (-(y ⬝ᵥ D *ᵥ y + 2 * (b ⬝ᵥ y))) =
      Real.pi ^ ((Fintype.card m : ℝ) / 2) / √(D.det) * Real.exp (b ⬝ᵥ D⁻¹ *ᵥ b) := by
  have hpt : ∀ y : m → ℝ, Real.exp (-(y ⬝ᵥ D *ᵥ y + 2 * (b ⬝ᵥ y))) =
      Real.exp (-((y + D⁻¹ *ᵥ b) ⬝ᵥ D *ᵥ (y + D⁻¹ *ᵥ b))) *
        Real.exp (b ⬝ᵥ D⁻¹ *ᵥ b) := by
    intro y
    rw [complete_square hD, ← Real.exp_add]
    congr 1
    ring
  -- Lebesgue measure is translation invariant
  have hshift : ∫ y : m → ℝ, Real.exp (-((y + D⁻¹ *ᵥ b) ⬝ᵥ D *ᵥ (y + D⁻¹ *ᵥ b))) =
      ∫ y : m → ℝ, Real.exp (-(y ⬝ᵥ D *ᵥ y)) :=
    integral_add_right_eq_self (fun y : m → ℝ => Real.exp (-(y ⬝ᵥ D *ᵥ y))) _
  simp_rw [hpt]
  rw [integral_mul_const, hshift, gaussian_integral hD]
```

## The reduced density

The linear term in the joint exponent is $2x^TBy=2(B^Tx)^Ty$, so $b=B^Tx$. The term it adds to the exponent after integration is

$$(B^Tx)^TD^{-1}(B^Tx)=x^TBD^{-1}B^Tx.$$

```lean
/-- The quadratic form of `B D⁻¹ Bᵀ` at `x` is that of `D⁻¹` at `Bᵀx`. -/
theorem coupling_form (B : Matrix n m ℝ) (D : Matrix m m ℝ) (x : n → ℝ) :
    x ⬝ᵥ (B * D⁻¹ * Bᵀ) *ᵥ x = (Bᵀ *ᵥ x) ⬝ᵥ D⁻¹ *ᵥ (Bᵀ *ᵥ x) := by
  rw [← mulVec_mulVec, ← mulVec_mulVec, Matrix.dotProduct_mulVec x B, mulVec_transpose]
```

Completing the square in the joint form then gives

$$q(x,y)=x^TRx+(y+D^{-1}B^Tx)^TD(y+D^{-1}B^Tx).$$

At fixed $x$, the density in $y$ is thus centred at $-D^{-1}B^Tx$. This identity is used below to establish positivity of $R$.

```lean
/-- For positive definite `D`, the joint form is the reduced form in `x` plus a square
centred at `y = -D⁻¹Bᵀx`. -/
theorem quadForm_eq (A : Matrix n n ℝ) (B : Matrix n m ℝ) {D : Matrix m m ℝ}
    (hD : D.PosDef) (x : n → ℝ) (y : m → ℝ) :
    quadForm A B D x y = x ⬝ᵥ reducedExponent A B D *ᵥ x +
      (y + D⁻¹ *ᵥ (Bᵀ *ᵥ x)) ⬝ᵥ D *ᵥ (y + D⁻¹ *ᵥ (Bᵀ *ᵥ x)) := by
  have h := complete_square hD (Bᵀ *ᵥ x) y
  have h1 : x ⬝ᵥ B *ᵥ y = (Bᵀ *ᵥ x) ⬝ᵥ y := by
    rw [Matrix.dotProduct_mulVec x B, mulVec_transpose]
  unfold quadForm reducedExponent
  rw [sub_mulVec, dotProduct_sub, h1, coupling_form]
  linarith
```

For the integral itself, take $e^{-x^TAx}$ outside and apply the linear-term formula with $b=B^Tx$:

$$e^{-x^TAx}\,\frac{\pi^{|m|/2}}{\sqrt{\det D}}\,e^{x^TBD^{-1}B^Tx}=\frac{\pi^{|m|/2}}{\sqrt{\det D}}\,e^{-x^TRx}.$$

The theorem states this for every $x$, with arbitrary $A$ and $B$; its only hypothesis, `hD`, is that $D$ is positive definite. The proof factors the integrand in `hpt` and then inserts `gaussian_integral_linear` and `coupling_form`.

```lean
/-- Reduced density: for positive definite `D`, integrating the correlated Gaussian density
over `y` leaves a Gaussian in `x` with exponent matrix `A - B D⁻¹ Bᵀ`. -/
theorem reduced_density (A : Matrix n n ℝ) (B : Matrix n m ℝ) {D : Matrix m m ℝ}
    (hD : D.PosDef) (x : n → ℝ) :
    ∫ y : m → ℝ, Real.exp (-(x ⬝ᵥ A *ᵥ x) - 2 * (x ⬝ᵥ B *ᵥ y) - y ⬝ᵥ D *ᵥ y) =
      Real.pi ^ ((Fintype.card m : ℝ) / 2) / √(D.det) *
        Real.exp (-(x ⬝ᵥ (A - B * D⁻¹ * Bᵀ) *ᵥ x)) := by
  have hpt : ∀ y : m → ℝ,
      Real.exp (-(x ⬝ᵥ A *ᵥ x) - 2 * (x ⬝ᵥ B *ᵥ y) - y ⬝ᵥ D *ᵥ y) =
      Real.exp (-(x ⬝ᵥ A *ᵥ x)) *
        Real.exp (-(y ⬝ᵥ D *ᵥ y + 2 * ((Bᵀ *ᵥ x) ⬝ᵥ y))) := by
    intro y
    rw [mulVec_transpose, ← Matrix.dotProduct_mulVec, ← Real.exp_add]
    congr 1
    ring
  simp_rw [hpt]
  rw [integral_const_mul, gaussian_integral_linear hD, ← coupling_form, sub_mulVec,
    dotProduct_sub, neg_sub, sub_eq_neg_add, Real.exp_add]
  ring
```

A symmetric $D$ with positive determinant is not enough. Take $|m|=2$, $B=0$ and $D=-I$, with $I$ the identity matrix. The right-hand side would be $\pi e^{-x^TAx}$, but the integral of $e^{|y|^2}$ diverges. Lean assigns the value 0 to such an integral, so the formal equation fails as well.

## Off-diagonal elements

The unnormalised reduced density matrix is $\rho(x,x')=\int\psi(x,y)\psi(x',y)\,dy$, where $x'$ is a second value of the kept coordinates. With the midpoint $\bar x=(x+x')/2$, the product of wavefunctions has exponent

$$-\tfrac12(x^TAx+x'^TAx')-2\bar x^TBy-y^TDy.$$

The linear-term formula with $b=B^T\bar x$ gives

$$\rho(x,x')=\frac{\pi^{|m|/2}}{\sqrt{\det D}}\exp\!\left[-\tfrac12(x^TAx+x'^TAx')+\bar x^TBD^{-1}B^T\bar x\right].$$

Setting $x'=x$ recovers the reduced density. No complex conjugate appears because $\psi$ is real. The Lean proof has the same two stages as before, with the midpoint in place of $x$.

```lean
/-- Reduced density matrix: for positive definite `D`, tracing out `y` couples `x` and `x'`
through the form `B D⁻¹ Bᵀ` at their midpoint. -/
theorem reduced_density_matrix (A : Matrix n n ℝ) (B : Matrix n m ℝ) {D : Matrix m m ℝ}
    (hD : D.PosDef) (x x' : n → ℝ) :
    ∫ y : m → ℝ, wavefunction A B D x y * wavefunction A B D x' y =
      Real.pi ^ ((Fintype.card m : ℝ) / 2) / √(D.det) *
        Real.exp (-((x ⬝ᵥ A *ᵥ x + x' ⬝ᵥ A *ᵥ x') / 2) +
          ((1 / 2 : ℝ) • (x + x')) ⬝ᵥ (B * D⁻¹ * Bᵀ) *ᵥ ((1 / 2 : ℝ) • (x + x'))) := by
  have hpt : ∀ y : m → ℝ, wavefunction A B D x y * wavefunction A B D x' y =
      Real.exp (-((x ⬝ᵥ A *ᵥ x + x' ⬝ᵥ A *ᵥ x') / 2)) *
        Real.exp (-(y ⬝ᵥ D *ᵥ y + 2 * ((Bᵀ *ᵥ ((1 / 2 : ℝ) • (x + x'))) ⬝ᵥ y))) := by
    intro y
    rw [mulVec_transpose, ← Matrix.dotProduct_mulVec, smul_dotProduct, add_dotProduct,
      smul_eq_mul]
    simp only [wavefunction, quadForm]
    rw [← Real.exp_add, ← Real.exp_add]
    congr 1
    ring
  simp_rw [hpt]
  rw [integral_const_mul, gaussian_integral_linear hD, ← coupling_form, Real.exp_add]
  ring
```

## Positivity and normalisation

Let $M$ be the full matrix, written `fromBlocks A B Bᵀ D`:

$$M=\begin{pmatrix}A&B\\B^T&D\end{pmatrix}.$$

If $M$ is positive definite, then $q(x,y)>0$ unless $x$ and $y$ both vanish; this is `hpos`. Setting $x=0$ shows that $D$ is positive definite, so the reduction applies. For $x\ne0$, choosing $y=-D^{-1}B^Tx$ removes the square and leaves $x^TRx>0$. Symmetry of $R$ follows from that of $A$ and $D$.

```lean
/-- If the full block matrix is positive definite, then so are `D` and the reduced
exponent matrix. -/
theorem reducedExponent_posDef {A : Matrix n n ℝ} {B : Matrix n m ℝ} {D : Matrix m m ℝ}
    (h : (fromBlocks A B Bᵀ D).PosDef) : D.PosDef ∧ (reducedExponent A B D).PosDef := by
  have hpos : ∀ (x : n → ℝ) (y : m → ℝ), (x ≠ 0 ∨ y ≠ 0) → 0 < quadForm A B D x y := by
    intro x y hxy
    have hne : Sum.elim x y ≠ 0 := by
      intro h0
      rcases hxy with hx | hy
      · exact hx (funext fun i => congrFun h0 (Sum.inl i))
      · exact hy (funext fun i => congrFun h0 (Sum.inr i))
    have hs : ∀ (u : n → ℝ) (v : m → ℝ),
        Sum.elim x y ⬝ᵥ Sum.elim u v = x ⬝ᵥ u + y ⬝ᵥ v := by
      intro u v
      simp [dotProduct, Fintype.sum_sum_type]
    have h1 := h.dotProduct_mulVec_pos hne
    rw [star_trivial, fromBlocks_mulVec, hs, Sum.elim_comp_inl, Sum.elim_comp_inr,
      dotProduct_add, dotProduct_add] at h1
    have h2 : y ⬝ᵥ Bᵀ *ᵥ x = x ⬝ᵥ B *ᵥ y := by
      rw [Matrix.dotProduct_mulVec y Bᵀ x, vecMul_transpose, dotProduct_comm (B *ᵥ y) x]
    unfold quadForm
    linarith
  obtain ⟨hA, -, -, hDh⟩ := isHermitian_fromBlocks_iff.mp h.isHermitian
  have hD : D.PosDef := posDef_iff_dotProduct_mulVec.mpr ⟨hDh, fun y hy => by
    have h3 := hpos 0 y (Or.inr hy)
    simpa [quadForm] using h3⟩
  have hAT : Aᵀ = A := (conjTranspose_eq_transpose_of_trivial A).symm.trans hA.eq
  have hDT : Dᵀ = D := (conjTranspose_eq_transpose_of_trivial D).symm.trans hDh.eq
  refine ⟨hD, posDef_iff_dotProduct_mulVec.mpr ⟨?_, fun x hx => ?_⟩⟩
  · change (reducedExponent A B D)ᴴ = reducedExponent A B D
    rw [conjTranspose_eq_transpose_of_trivial]
    simp only [reducedExponent, transpose_sub, transpose_mul, transpose_transpose,
      transpose_nonsing_inv, hAT, hDT, Matrix.mul_assoc]
  · -- evaluate the joint form at its minimum over `y`
    have h4 := hpos x (-(D⁻¹ *ᵥ (Bᵀ *ᵥ x))) (Or.inl hx)
    rw [quadForm_eq A B hD, neg_add_cancel, zero_dotProduct, add_zero] at h4
    rwa [star_trivial]
```

The reduced density can now be integrated over $x$ by the same Gaussian formula. Block elimination,

$$M=\begin{pmatrix}I&BD^{-1}\\0&I\end{pmatrix}\begin{pmatrix}R&0\\0&D\end{pmatrix}\begin{pmatrix}I&0\\D^{-1}B^T&I\end{pmatrix},$$

gives $\det M=\det D\,\det R$. Hence

$$\int\!\!\int\psi^2\,dy\,dx=\frac{\pi^{|m|/2}}{\sqrt{\det D}}\,\frac{\pi^{|n|/2}}{\sqrt{\det R}}=\frac{\pi^{(|n|+|m|)/2}}{\sqrt{\det M}}.$$

Dividing by this norm turns the reduced density into $\pi^{-|n|/2}\sqrt{\det R}\,e^{-x^TRx}$; the density matrix acquires the same prefactor.

Positivity of $D$ alone does not ensure a finite norm. For $|n|=|m|=1$, $A=0$ and $B=D=1$, the reduced density is $\sqrt\pi\,e^{x^2}$, whose integral over $x$ diverges.

The theorem states the norm as an iterated integral, first over $y$ and then over $x$. Its proof obtains the determinant identity in `hdet` and combines `reduced_density` with `gaussian_integral` for $R$.

```lean
/-- Total norm: for a positive definite block matrix, integrating the squared wavefunction
over `y` and then `x` gives the Gaussian value with the full determinant. -/
theorem total_norm [DecidableEq n] {A : Matrix n n ℝ} {B : Matrix n m ℝ}
    {D : Matrix m m ℝ} (h : (fromBlocks A B Bᵀ D).PosDef) :
    ∫ x : n → ℝ, ∫ y : m → ℝ, wavefunction A B D x y ^ 2 =
      Real.pi ^ (((Fintype.card n : ℝ) + Fintype.card m) / 2) /
        √((fromBlocks A B Bᵀ D).det) := by
  obtain ⟨hD, hR⟩ := reducedExponent_posDef h
  have hpt : ∀ (x : n → ℝ) (y : m → ℝ), wavefunction A B D x y ^ 2 =
      Real.exp (-(x ⬝ᵥ A *ᵥ x) - 2 * (x ⬝ᵥ B *ᵥ y) - y ⬝ᵥ D *ᵥ y) := by
    intro x y
    simp only [wavefunction, quadForm]
    rw [sq, ← Real.exp_add]
    congr 1
    ring
  have hdet : (fromBlocks A B Bᵀ D).det = D.det * (reducedExponent A B D).det := by
    let _ := invertibleOfIsUnitDet D (isUnit_iff_ne_zero.mpr hD.det_pos.ne')
    rw [det_fromBlocks₂₂, invOf_eq_nonsing_inv]
    rfl
  have hG := gaussian_integral hR
  unfold reducedExponent at hG hdet
  simp_rw [hpt, reduced_density A B hD]
  rw [integral_const_mul, hG, hdet, Real.sqrt_mul hD.det_pos.le, add_div,
    Real.rpow_add Real.pi_pos]
  ring

end

end CorrelatedGaussian
```

```lean
#print axioms CorrelatedGaussian.gaussian_integral
#print axioms CorrelatedGaussian.reduced_density_matrix
#print axioms CorrelatedGaussian.total_norm
```

```
'CorrelatedGaussian.gaussian_integral' depends on axioms: [propext, Classical.choice, Quot.sound]
'CorrelatedGaussian.reduced_density_matrix' depends on axioms: [propext, Classical.choice, Quot.sound]
'CorrelatedGaussian.total_norm' depends on axioms: [propext, Classical.choice, Quot.sound]
```
